# The mean kink number of a symmetric two-state tunnelling system is \(bD\tanh(bD)\)

## Hamiltonian, paths and weights

A particle can sit in one of two localised states of equal energy, and tunnelling exchanges them. The inverse temperature is \(b = 1/(k_BT)\). The coupling \(D\) is an energy, and imaginary time is measured in inverse energy, so that a path has length \(b\) and the product \(bD\) is a pure number. In the file `b` and `D` are real numbers, and a sign condition appears only in the theorems that use one.

```lean
import Mathlib

open Filter Topology

namespace TunnellingKinks

noncomputable section
```

The two localised states are the basis vectors labelled by `Fin 2`. The operator that exchanges them is the Pauli matrix

\[
\sigma_x=\begin{pmatrix}0&1\\1&0\end{pmatrix}.
\]

```lean
/-- The operator that exchanges the two localised states. -/
def flipOp : Matrix (Fin 2) (Fin 2) ℝ := !![0, 1; 1, 0]
```

The Hamiltonian is \(H=-D\sigma_x\). Its eigenvalues are \(\pm D\), so the tunnelling splitting is \(2|D|\). The diagonal is zero: there is no bias between the states, and no bath or further degree of freedom is coupled to them. The symbol `•` multiplies a matrix by a number.

```lean
/-- The Hamiltonian of a symmetric two-state system with tunnelling coupling `D`,
in the basis of the two localised states. -/
def hamiltonian (D : ℝ) : Matrix (Fin 2) (Fin 2) ℝ := (-D) • flipOp
```

A kink is a jump from one localised state to the other at some point in imaginary time. Expanding \(\operatorname{Tr}e^{-bH}\) in powers of \(H\) sorts the closed paths by their kink number \(n\), with weight

\[
w_n=\frac{\operatorname{Tr}\big((-bH)^n\big)}{n!}.
\]

To see why this counts paths, let the kinks occur at times \(0<t_1<\dots<t_n<b\). Each contributes a factor \(D\,dt\), and the stretches between them contribute a factor 1 because \(H\) has no diagonal part. The integral over the ordered times is \((bD)^n/n!\), and the trace sums over the starting state and keeps only paths that return to it. The file takes the trace formula as its definition of the weight, and the integral over kink times is the physical reading of it. Imaginary time is continuous, so the time-step error of a discretised path does not enter.

```lean
/-- The weight of closed imaginary-time paths with `n` kinks at inverse temperature `b`:
the `n`-th order term in the expansion of the trace of the Boltzmann operator. -/
def kinkWeight (b D : ℝ) (n : ℕ) : ℝ :=
  (((-b) • hamiltonian D) ^ n).trace / (n.factorial : ℝ)
```

The partition function is the sum over all kink numbers, \(Z=\sum_{n\ge0}w_n\), written with Lean's infinite sum `∑'`.

```lean
/-- The partition function as the sum of the weights over all kink numbers. -/
def partitionFunction (b D : ℝ) : ℝ := ∑' n : ℕ, kinkWeight b D n
```

The probability of kink number \(n\) is \(w_n/Z\), and the mean kink number is

\[
\langle n\rangle=\sum_{n\ge0}n\,\frac{w_n}{Z}.
\]

```lean
/-- The mean kink number, with each kink number weighted by its normalised probability. -/
def meanKinks (b D : ℝ) : ℝ :=
  ∑' n : ℕ, (n : ℝ) * (kinkWeight b D n / partitionFunction b D)
```

The internal energy is defined thermodynamically, as \(U=-\partial\ln Z/\partial b\) at fixed \(D\).

```lean
/-- The internal energy, minus the derivative of the logarithm of the partition function
with respect to inverse temperature. -/
def meanEnergy (b D : ℝ) : ℝ :=
  -deriv (fun β => Real.log (partitionFunction β D)) b
```

## Closed paths have an even number of kinks

Two exchanges restore the original state, \(\sigma_x^2=1\), and therefore \(\sigma_x^{2k}=(\sigma_x^2)^k=1\) for every \(k\ge0\). The proof multiplies out the \(2\times2\) product once and then takes the \(k\)-th power.

```lean
/-- An even number of flips returns the system to its initial state. -/
theorem flipOp_pow_even (k : ℕ) : flipOp ^ (2 * k) = 1 := by
  have h : flipOp * flipOp = 1 := by
    rw [flipOp, Matrix.mul_fin_two, Matrix.one_fin_two]
    simp only [mul_zero, mul_one, add_zero, zero_add]
  rw [pow_mul, pow_two, h, one_pow]
```

The two minus signs in \(-bH=-b(-D\sigma_x)\) cancel, which gives

\[
(-bH)^n=(bD)^n\sigma_x^n .
\]

In Lean, `smul_smul` merges the two scalars, `neg_mul_neg` removes the signs and `smul_pow` distributes the power.

```lean
/-- The `n`-th power of `-b H` is `(b D) ^ n` times the `n`-th power of the flip operator. -/
theorem kink_expansion (b D : ℝ) (n : ℕ) :
    ((-b) • hamiltonian D) ^ n = ((b * D) ^ n) • flipOp ^ n := by
  rw [hamiltonian, smul_smul, neg_mul_neg, smul_pow]
```

For even \(n=2k\) the matrix \(\sigma_x^n\) is the identity, whose trace is 2, one for each starting state. Hence

\[
w_{2k}=\frac{2(bD)^{2k}}{(2k)!}.
\]

```lean
/-- Closed paths with an even kink number `n = 2 k` have weight `2 (b D) ^ n / n!`. -/
theorem kinkWeight_even (b D : ℝ) (k : ℕ) :
    kinkWeight b D (2 * k) = 2 * ((b * D) ^ (2 * k) / ((2 * k).factorial : ℝ)) := by
  rw [kinkWeight, kink_expansion, flipOp_pow_even, Matrix.trace_smul, Matrix.trace_one,
    Fintype.card_fin, smul_eq_mul, Nat.cast_ofNat,
    mul_comm ((b * D) ^ (2 * k)) (2 : ℝ), mul_div_assoc]
```

For odd \(n=2k+1\) one exchange is left over, \(\sigma_x^{2k+1}=\sigma_x\). Its diagonal is zero, so the trace vanishes and \(w_{2k+1}=0\). The parity rule thus follows from the Hamiltonian and is not an assumption.

```lean
/-- Closed paths with an odd kink number have weight zero. -/
theorem kinkWeight_odd (b D : ℝ) (k : ℕ) : kinkWeight b D (2 * k + 1) = 0 := by
  have ht : flipOp.trace = 0 := by
    rw [flipOp, Matrix.trace_fin_two_of, add_zero]
  rw [kinkWeight, kink_expansion, pow_succ flipOp (2 * k), flipOp_pow_even, one_mul,
    Matrix.trace_smul, ht, smul_zero, zero_div]
```

## The partition function

Only the even terms contribute, and they form the series of the hyperbolic cosine:

\[
Z=2\sum_{k\ge0}\frac{(bD)^{2k}}{(2k)!}=2\cosh(bD).
\]

Together with the weights above, this gives the normalised probability \((bD)^n/\big(n!\cosh(bD)\big)\) for even \(n\) and zero for odd \(n\).

The statement uses `HasSum`, which says that the series converges and that its sum is the given number. The proof sums the even terms (`he`) and the odd terms (`ho`) separately and joins them with `HasSum.even_add_odd`.

```lean
/-- The kink weights sum to `2 cosh (b D)`. -/
theorem hasSum_kinkWeight (b D : ℝ) :
    HasSum (kinkWeight b D) (2 * Real.cosh (b * D)) := by
  have he : HasSum (fun k : ℕ => kinkWeight b D (2 * k)) (2 * Real.cosh (b * D)) := by
    simp only [kinkWeight_even]
    exact (Real.hasSum_cosh (b * D)).mul_left 2
  have ho : HasSum (fun k : ℕ => kinkWeight b D (2 * k + 1)) 0 := by
    simp only [kinkWeight_odd]
    exact hasSum_zero
  have h := HasSum.even_add_odd (f := kinkWeight b D) he ho
  rwa [add_zero] at h
```

## The first moment

In \(\sum_n n\,w_n\) the term \(n=0\) vanishes. For the remaining even numbers \(n=2(k+1)\) with \(k\ge0\), the factor \(n\) cancels against \(n!\):

\[
n\,\frac{2(bD)^n}{n!}=2bD\,\frac{(bD)^{2k+1}}{(2k+1)!}.
\]

The sum over \(k\) is now the series of the hyperbolic sine, so

\[
\sum_{n\ge0}n\,w_n=2bD\sinh(bD).
\]

In the proof, `e` is the cancellation for a single term and `h1` is the sum over \(k\). The lemma `hasSum_nat_add_iff` then puts back the vanishing term \(n=0\), and the odd terms add nothing.

```lean
/-- The kink number summed against the kink weights gives `2 b D sinh (b D)`. -/
theorem hasSum_mul_kinkWeight (b D : ℝ) :
    HasSum (fun n : ℕ => (n : ℝ) * kinkWeight b D n)
      (2 * (b * D) * Real.sinh (b * D)) := by
  -- the factor n cancels against n!, which lowers the order by one
  have e : ∀ k : ℕ, ((2 * (k + 1) : ℕ) : ℝ) * kinkWeight b D (2 * (k + 1))
      = 2 * (b * D) * ((b * D) ^ (2 * k + 1) / ((2 * k + 1).factorial : ℝ)) := by
    intro k
    have hc : ((2 * k + 1 + 1 : ℕ) : ℝ) ≠ 0 := Nat.cast_ne_zero.mpr (Nat.succ_ne_zero _)
    rw [kinkWeight_even, show 2 * (k + 1) = 2 * k + 1 + 1 from rfl,
      Nat.factorial_succ (2 * k + 1), pow_succ (b * D) (2 * k + 1), Nat.cast_mul]
    generalize ((2 * k + 1 + 1 : ℕ) : ℝ) = c at hc ⊢
    generalize ((2 * k + 1).factorial : ℝ) = f
    generalize (b * D) ^ (2 * k + 1) = p
    rw [mul_left_comm, ← mul_div_assoc, mul_div_mul_left _ _ hc]
    ring
  have h1 : HasSum (fun k : ℕ => ((2 * (k + 1) : ℕ) : ℝ) * kinkWeight b D (2 * (k + 1)))
      (2 * (b * D) * Real.sinh (b * D)) := by
    rw [funext e]
    exact (Real.hasSum_sinh (b * D)).mul_left (2 * (b * D))
  have he : HasSum (fun k : ℕ => ((2 * k : ℕ) : ℝ) * kinkWeight b D (2 * k))
      (2 * (b * D) * Real.sinh (b * D)) := by
    have h2 := (hasSum_nat_add_iff
      (f := fun k : ℕ => ((2 * k : ℕ) : ℝ) * kinkWeight b D (2 * k)) 1).mp h1
    simpa only [Finset.sum_range_one, mul_zero, Nat.cast_zero, zero_mul, add_zero] using h2
  have ho : HasSum (fun k : ℕ => ((2 * k + 1 : ℕ) : ℝ) * kinkWeight b D (2 * k + 1)) 0 := by
    simp only [kinkWeight_odd, mul_zero]
    exact hasSum_zero
  have h := HasSum.even_add_odd (f := fun n : ℕ => (n : ℝ) * kinkWeight b D n) he ho
  rwa [add_zero] at h
```

## The mean kink number

Dividing the first moment by the partition function gives

\[
\langle n\rangle=\frac{2bD\sinh(bD)}{2\cosh(bD)}=bD\tanh(bD).
\]

The theorem holds for all real \(b\) and \(D\). Its proof first takes the constant \(1/Z\) out of the sum, which the convergence of the first moment allows, and then inserts \(Z=2\cosh(bD)\) and cancels the factor 2.

```lean
/-- The mean kink number of the closed paths is `b D tanh (b D)`. -/
theorem meanKinks_eq (b D : ℝ) : meanKinks b D = b * D * Real.tanh (b * D) := by
  have h := (hasSum_mul_kinkWeight b D).div_const (partitionFunction b D)
  have hm : meanKinks b D
      = 2 * (b * D) * Real.sinh (b * D) / partitionFunction b D := by
    simp only [meanKinks, ← mul_div_assoc]
    exact h.tsum_eq
  rw [hm, partitionFunction, (hasSum_kinkWeight b D).tsum_eq,
    Real.tanh_eq_sinh_div_cosh, mul_assoc (2 : ℝ) (b * D) (Real.sinh (b * D)),
    mul_div_mul_left _ _ (two_ne_zero' ℝ), mul_div_assoc]
```

## The distance from linear growth

Let \(x=bD\) with \(b\ge0\) and \(D\ge0\). The mean kink number differs from \(x\) by

\[
x-x\tanh x=x(1-\tanh x),\qquad 1-\tanh x=\frac{\cosh x-\sinh x}{\cosh x}=\frac{e^{-x}}{\cosh x}.
\]

The last fraction is positive, so the difference is not negative. For the upper bound, note that

\[
2e^{-2x}\cosh x=e^{-x}+e^{-3x}\ge e^{-x}.
\]

Division by \(\cosh x\) gives \(1-\tanh x\le2e^{-2x}\), and therefore

\[
0\le bD-\langle n\rangle\le 2bD\,e^{-2bD}.
\]

In the code, `ht` is the formula for \(1-\tanh x\), `h3` is the identity for \(2e^{-2x}\cosh x\), and `h4` is the resulting bound. The two sign hypotheses enter only through \(bD\ge0\). If \(bD\) is negative, the left inequality fails.

```lean
/-- For nonnegative inverse temperature and coupling, the mean kink number is at most `b D` and
falls short of it by at most `2 b D exp (-2 b D)`. -/
theorem meanKinks_bounds {b D : ℝ} (hb : 0 ≤ b) (hD : 0 ≤ D) :
    0 ≤ b * D - meanKinks b D ∧
      b * D - meanKinks b D ≤ 2 * (b * D) * Real.exp (-2 * (b * D)) := by
  rw [meanKinks_eq]
  have hx : 0 ≤ b * D := mul_nonneg hb hD
  generalize b * D = x at hx ⊢
  have hc := Real.cosh_pos x
  have ht : 1 - Real.tanh x = Real.exp (-x) / Real.cosh x := by
    rw [Real.tanh_eq_sinh_div_cosh, ← Real.cosh_sub_sinh x, sub_div, div_self hc.ne']
  have h0 : 0 ≤ 1 - Real.tanh x := by
    rw [ht]
    exact div_nonneg (Real.exp_pos _).le hc.le
  have h1 : Real.exp x * Real.exp (-x) = 1 := by
    rw [← Real.exp_add, add_neg_cancel, Real.exp_zero]
  have h2 : Real.exp (-2 * x) = Real.exp (-x) * Real.exp (-x) := by
    rw [← Real.exp_add]
    congr 1
    ring
  have h3 : 2 * Real.exp (-2 * x) * Real.cosh x
      = Real.exp (-x) + Real.exp (-x) ^ 3 := by
    rw [h2, Real.cosh_eq]
    linear_combination Real.exp (-x) * h1
  have h4 : 1 - Real.tanh x ≤ 2 * Real.exp (-2 * x) := by
    rw [ht, div_le_iff₀ hc, h3]
    exact le_add_of_nonneg_right (pow_nonneg (Real.exp_pos (-x)).le 3)
  -- the deficit factorises as x (1 - tanh x)
  have hfac : x - x * Real.tanh x = x * (1 - Real.tanh x) := by ring
  rw [hfac]
  refine ⟨mul_nonneg hx h0, ?_⟩
  calc x * (1 - Real.tanh x) ≤ x * (2 * Real.exp (-2 * x)) :=
        mul_le_mul_of_nonneg_left h4 hx
    _ = 2 * x * Real.exp (-2 * x) := by ring
```

## The low-temperature limit

For \(b>0\) and \(D>0\), dividing these bounds by \(b\) and rearranging gives

\[
D-2D\,e^{-2bD}\le\frac{\langle n\rangle}{b}\le D .
\]

The exponential vanishes as \(b\to\infty\), so \(\langle n\rangle/b\to D\). At low temperature a closed path carries on average \(D\) kinks per unit of imaginary time, and in this isolated two-state model the mean number of kinks in a path grows asymptotically linearly with inverse temperature.

In the statement, `atTop` stands for \(b\to\infty\) and `𝓝 D` for convergence to \(D\). The proof is the squeeze just given: `hlow` is the limit of the lower bound, and the two bullets establish the inequalities for all \(b>0\). For negative \(D\) the limit would be \(-D\), since \(\langle n\rangle\) depends only on the magnitude of \(bD\).

```lean
/-- For positive coupling `D`, the mean kink number per unit inverse temperature tends to `D`
as the inverse temperature grows. -/
theorem tendsto_meanKinks_div {D : ℝ} (hD : 0 < D) :
    Tendsto (fun b => meanKinks b D / b) atTop (𝓝 D) := by
  have hx : Tendsto (fun b : ℝ => -2 * (b * D)) atTop atBot :=
    Filter.Tendsto.const_mul_atTop_of_neg (by norm_num)
      (Filter.Tendsto.atTop_mul_const hD tendsto_id)
  have hlow : Tendsto (fun b : ℝ => D - 2 * D * Real.exp (-2 * (b * D))) atTop (𝓝 D) := by
    have h := ((Real.tendsto_exp_atBot.comp hx).const_mul (2 * D)).const_sub D
    rw [mul_zero, sub_zero] at h
    exact h
  -- squeeze between the exponential lower bound and D
  refine tendsto_of_tendsto_of_tendsto_of_le_of_le' hlow tendsto_const_nhds ?_ ?_
  · filter_upwards [eventually_gt_atTop (0 : ℝ)] with b hb
    have h := (meanKinks_bounds hb.le hD.le).2
    rw [le_div_iff₀ hb]
    linarith
  · filter_upwards [eventually_gt_atTop (0 : ℝ)] with b hb
    have h := (meanKinks_bounds hb.le hD.le).1
    rw [div_le_iff₀ hb]
    linarith
```

## Kink counting as an energy estimator

From \(Z=2\cosh(bD)\),

\[
\frac{\partial\ln Z}{\partial b}=\frac{2D\sinh(bD)}{2\cosh(bD)}=D\tanh(bD),
\]

so that \(U=-D\tanh(bD)\) and

\[
\langle n\rangle=-b\,U .
\]

For \(b>0\) this reads \(U=-\langle n\rangle/b\): in continuous-time path-integral sampling of this unbiased two-state system, the average number of kinks yields the internal energy directly. The relation relies on the Hamiltonian being purely off-diagonal. With a bias between the two states, the kinks would account for the tunnelling part of the energy only.

In the proof, `hfun` replaces the partition function by \(2\cosh(\beta D)\) at every inverse temperature \(\beta\), which is needed before differentiating. Then `h1` and `h2` supply the chain rule, and the derivative of the logarithm gives the quotient above.

```lean
/-- The mean kink number equals minus the inverse temperature times the internal energy. -/
theorem meanKinks_eq_neg_mul_meanEnergy (b D : ℝ) :
    meanKinks b D = -b * meanEnergy b D := by
  have hfun : (fun β => Real.log (partitionFunction β D))
      = fun β => Real.log (2 * Real.cosh (β * D)) := by
    funext β
    rw [partitionFunction, (hasSum_kinkWeight β D).tsum_eq]
  have hc : 2 * Real.cosh (b * D) ≠ 0 := mul_ne_zero two_ne_zero (Real.cosh_pos _).ne'
  have h1 : HasDerivAt (fun β : ℝ => β * D) D b := hasDerivAt_mul_const D
  have h2 : HasDerivAt (fun β : ℝ => 2 * Real.cosh (β * D))
      (2 * (Real.sinh (b * D) * D)) b := h1.cosh.const_mul 2
  rw [meanKinks_eq, meanEnergy, hfun, (h2.log hc).deriv,
    mul_div_mul_left _ _ (two_ne_zero' ℝ), Real.tanh_eq_sinh_div_cosh]
  ring

end

end TunnellingKinks
```

```lean
#print axioms TunnellingKinks.meanKinks_eq
#print axioms TunnellingKinks.tendsto_meanKinks_div
#print axioms TunnellingKinks.meanKinks_eq_neg_mul_meanEnergy
```

```
'TunnellingKinks.meanKinks_eq' depends on axioms: [propext, Classical.choice, Quot.sound]
'TunnellingKinks.tendsto_meanKinks_div' depends on axioms: [propext, Classical.choice, Quot.sound]
'TunnellingKinks.meanKinks_eq_neg_mul_meanEnergy' depends on axioms: [propext, Classical.choice, Quot.sound]
```
